# Every polynomial in the classical Hamiltonian p²/(2m) + V(q) is even in the momentum

For one particle on a line with a polynomial potential V, the lemma states that any polynomial P(H) in the energy H = p²/(2m) + V(q) is unchanged when p is replaced by −p. Here q and p are commuting variables, as in classical mechanics, and H is a polynomial in p whose coefficients are polynomials in q. The numbers come from an arbitrary field, and m is not assumed to be non-zero; Lean sets 1/0 = 0, so the kinetic term vanishes if 2m = 0. The proof first shows that H itself is unchanged by the reversal, then extends this to P(H) by induction on P, through constants, sums and multiplication by one more factor of the variable.

This version doesn't compile in Lean 4 with Mathlib:

```lean
import Mathlib

open Polynomial

namespace PolynomialConstantsOfMotion

noncomputable section

variable {K : Type*} [Field K]

/-- The Hamiltonian `H = p² / (2m) + V(q)`. -/
def hamiltonian (m : K) (V : K[X]) : K[X][X] :=
  C (C (1 / (2 * m))) * X ^ 2 + C V

/-- Every polynomial in `H` is unchanged by the reversal `p ↦ -p`. -/
theorem energy_polynomial_even (m : K) (V P : K[X]) :
    (aeval (hamiltonian m V) P).comp (-X) = aeval (hamiltonian m V) P := by
  have hH : (hamiltonian m V).comp (-X) = hamiltonian m V := by
    simp only [hamiltonian, add_comp, mul_comp, C_comp, pow_comp, X_comp, neg_sq]
  refine Polynomial.induction_on P ?_ ?_ ?_
  · intro c
    have e1 : aeval (hamiltonian m V) (C c) = C (C c) := by
      rw [aeval_C]; rfl
    rw [e1, C_comp]
  · intro p q hp hq
    rw [map_add, add_comp, hp, hq]
  · intro n c h
    rw [pow_succ, ← mul_assoc, map_mul, aeval_X, mul_comp, h, hH]

end

end PolynomialConstantsOfMotion
```

Messages:

```
Main.lean:18:61: error: unsolved goals
K : Type u_1
inst✝ : Field K
m : K
V P : K[X]
⊢ C (C (1 / (2 * m))) * (-X) ^ 2 + C V = C (C (1 / (2 * m))) * X ^ 2 + C V
Main.lean:19:74: warning: This simp argument is unused:
  neg_sq

Hint: Omit it from the simp argument list.
  [apply] simp only [hamiltonian, add_comp, mul_comp, C_comp, pow_comp, X_comp]

Note: This linter can be disabled with `set_option linter.unusedSimpArgs false`
```

The error lies in the first step, `hH`. The `simp only` call carries out the substitution of −p for p, but stops at a goal whose two sides differ only in having `(-X) ^ 2` on the left and `X ^ 2` on the right. The lemma `neg_sq`, which says that a negated element has the same square, is meant to close this gap. The warning reports that it was never used, so `simp only` did not manage to apply it, although the printed term has the right shape. A mismatch in the hidden instances that supply negation and powers on `K[X][X]` would account for this, but the messages do not show it.

The repair adds `ring1`, which proves the remaining equation as an identity in a commutative ring, without relying on `simp` to match `neg_sq`. Removing `neg_sq` from the list is mere tidying, since it had no effect there.

Lean accepts the file once it reads:

```diff
@@ -17,5 +17,6 @@
     (aeval (hamiltonian m V) P).comp (-X) = aeval (hamiltonian m V) P := by
   have hH : (hamiltonian m V).comp (-X) = hamiltonian m V := by
-    simp only [hamiltonian, add_comp, mul_comp, C_comp, pow_comp, X_comp, neg_sq]
+    simp only [hamiltonian, add_comp, mul_comp, C_comp, pow_comp, X_comp]
+    ring1
   refine Polynomial.induction_on P ?_ ?_ ?_
   · intro c
```
